# The fourth-order perturbation energy from the first- and second-order state corrections

Let a system with Hamiltonian \(H_0\) be in a unit eigenvector \(\psi_0\) of energy \(E_0\), and let a perturbation \(sV\) be switched on, with \(s\) a real strength. If \(H_0\) and \(V\) are symmetric, and the state corrections \(\psi_1,\psi_2,\psi_3\) are orthogonal to \(\psi_0\) and satisfy the Rayleigh-Schrödinger equations together with \(\psi_4\), then the fourth-order energy is

\[
E_4=\langle\psi_0,V\psi_3\rangle=\langle\psi_1,(V-E_1)\psi_2\rangle-E_2\|\psi_1\|^2 .
\]

The first expression needs the third-order correction to the state. The second needs only \(\psi_1\) and \(\psi_2\), since \(E_1=\langle\psi_0,V\psi_0\rangle\) and \(E_2=\langle\psi_0,V\psi_1\rangle\). The fourth-order Møller-Plesset energy in a finite basis is of this form, when \(H_0\) is the sum of Fock operators, \(V\) is the rest of the electronic Hamiltonian and the reference state is nondegenerate.

## The equations order by order

The states live in a complex inner-product space of any dimension, which need not be complete. Lean calls this space `E`; the letter does not stand for an energy there. The inner product `inner ℂ x y` is \(\langle x,y\rangle\), conjugate-linear in \(x\) and linear in \(y\).

```lean
import Mathlib

open Finset

namespace FourthOrderEnergy

noncomputable section

variable {E : Type*} [NormedAddCommGroup E] [InnerProductSpace ℂ E]
```

Insert the expansions \(\psi(s)=\sum_n s^n\psi_n\) and \(E(s)=\sum_n s^nE_n\) into \((H_0+sV)\psi(s)=E(s)\psi(s)\) and compare powers of \(s\). Order zero gives \(H_0\psi_0=E_0\psi_0\), and order \(n+1\) gives

\[
H_0\psi_{n+1}+V\psi_n=\sum_{k=0}^{n+1}E_k\,\psi_{n+1-k}.
\]

`RSEquation H0 V e ψ n` is the equation of order \(n\). The sequence `e` holds the energies, so `e 4` is \(E_4\), and `ψ` holds the state and its corrections. The energies are real by their type. The index set `range (n + 2)` runs from \(0\) to \(n+1\).

```lean
/-- The Rayleigh-Schrödinger equation of a given order for the Hamiltonian `H0 + s V`, with
energy coefficients `e k` and state corrections `ψ k`: the coefficient of that power of `s` in
the eigenvalue equation. -/
def RSEquation (H0 V : E →ₗ[ℂ] E) (e : ℕ → ℝ) (ψ : ℕ → E) : ℕ → Prop
  | 0 => H0 (ψ 0) = (e 0 : ℂ) • ψ 0
  | n + 1 => H0 (ψ (n + 1)) + V (ψ n) = ∑ k ∈ range (n + 2), (e k : ℂ) • ψ (n + 1 - k)
```

These equations are hypotheses in what follows. The step from them to a real system is that the corrections exist and that the \(E_n\) are the expansion coefficients of an actual eigenvalue of \(H_0+sV\). Nondegeneracy of \(E_0\) belongs to that step: in a finite basis it lets one solve for the corrections order by order, and the algebra below makes no use of it.

Both operators are linear maps defined on the whole space. An unbounded Hamiltonian therefore fits only after restriction to a subspace that \(H_0\) and \(V\) both map into itself and that contains all the vectors involved. In a finite basis there is no such restriction.

## Each energy as a matrix element

Take the inner product of the equation of order \(n+1\) with \(\psi_0\) on the left:

\[
\langle\psi_0,H_0\psi_{n+1}\rangle+\langle\psi_0,V\psi_n\rangle
=E_0\langle\psi_0,\psi_{n+1}\rangle+\sum_{k=1}^{n}E_k\langle\psi_0,\psi_{n+1-k}\rangle+E_{n+1}\langle\psi_0,\psi_0\rangle .
\]

By symmetry of \(H_0\), the first term on the left is \(\langle H_0\psi_0,\psi_{n+1}\rangle=E_0\langle\psi_0,\psi_{n+1}\rangle\), which cancels the first term on the right. The middle sum contains only \(\psi_1,\dots,\psi_n\), all orthogonal to \(\psi_0\), and vanishes. Since \(\|\psi_0\|=1\),

\[
E_{n+1}=\langle\psi_0,V\psi_n\rangle .
\]

The requirement that \(\psi_0\) be a unit vector orthogonal to the corrections is intermediate normalization: \(\langle\psi_0,\psi(s)\rangle=1\), while \(\psi(s)\) itself is in general not a unit vector. The correction \(\psi_{n+1}\) need not be orthogonal to \(\psi_0\) here, because its overlap cancels. For \(n=0\) there is no orthogonality condition at all, and the formula is the familiar \(E_1=\langle\psi_0,V\psi_0\rangle\).

In the proof, `a` is the projected equation. The two `sum_range_succ` rewrites split off the terms \(k=n+1\) and \(k=0\), `mid` shows that the remaining sum is zero, and `s` is here the symmetry relation for \(H_0\), not the strength of the perturbation. The closing `linear_combination` adds these up.

```lean
variable {H0 V : E →ₗ[ℂ] E} {e : ℕ → ℝ} {ψ : ℕ → E}

/-- For symmetric `H0` and a unit eigenvector `ψ 0` with eigenvalue `e 0`, orthogonal to the
corrections `ψ 1, ..., ψ n`, the equation of order `n + 1` fixes the energy of that order as
`⟨ψ 0, V ψ n⟩`. -/
theorem energy_eq_matrix_element (hH : H0.IsSymmetric) (n : ℕ) (hn : ‖ψ 0‖ = 1)
    (hψ : ∀ k, 1 ≤ k → k ≤ n → inner ℂ (ψ 0) (ψ k) = 0)
    (h0 : RSEquation H0 V e ψ 0) (h : RSEquation H0 V e ψ (n + 1)) :
    (e (n + 1) : ℂ) = inner ℂ (ψ 0) (V (ψ n)) := by
  have h0' : H0 (ψ 0) = (e 0 : ℂ) • ψ 0 := h0
  have h' : H0 (ψ (n + 1)) + V (ψ n)
      = ∑ k ∈ range (n + 1 + 1), (e k : ℂ) • ψ (n + 1 - k) := h
  -- project the equation on the unperturbed state
  have a := congrArg (fun x => inner ℂ (ψ 0) x) h'
  simp only [inner_add_right, inner_sum, inner_smul_right] at a
  rw [Finset.sum_range_succ, Finset.sum_range_succ'] at a
  -- the intermediate corrections are orthogonal to it
  have mid : ∑ k ∈ range n, (e (k + 1) : ℂ) * inner ℂ (ψ 0) (ψ (n + 1 - (k + 1))) = 0 := by
    refine Finset.sum_eq_zero fun k hk => ?_
    have hk' := Finset.mem_range.mp hk
    rw [hψ _ (by omega) (by omega), mul_zero]
  rw [mid, Nat.sub_self, Nat.sub_zero] at a
  have s := hH (ψ 0) (ψ (n + 1))
  rw [h0', inner_smul_left, Complex.conj_ofReal] at s
  have nn : inner ℂ (ψ 0) (ψ 0) = (1 : ℂ) := by
    rw [inner_self_eq_norm_sq_to_K, hn]
    simp
  linear_combination -a - s - (e (n + 1) : ℂ) * nn
```

## Removing the third-order correction

With \(n=3\) the last result reads \(E_4=\langle\psi_0,V\psi_3\rangle\). To eliminate \(\psi_3\), write out the equations of first and third order:

\[
H_0\psi_1+V\psi_0=E_0\psi_1+E_1\psi_0,
\]
\[
H_0\psi_3+V\psi_2=E_0\psi_3+E_1\psi_2+E_2\psi_1+E_3\psi_0 .
\]

Pair the first with \(\psi_3\) on the right and the second with \(\psi_1\) on the left. The terms with \(\langle\psi_0,\psi_3\rangle\) and \(\langle\psi_1,\psi_0\rangle\) vanish, which leaves

\[
\langle H_0\psi_1,\psi_3\rangle+\langle V\psi_0,\psi_3\rangle=E_0\langle\psi_1,\psi_3\rangle,
\]
\[
\langle\psi_1,H_0\psi_3\rangle+\langle\psi_1,V\psi_2\rangle=E_0\langle\psi_1,\psi_3\rangle+E_1\langle\psi_1,\psi_2\rangle+E_2\|\psi_1\|^2 .
\]

The \(H_0\) terms are equal by symmetry, and so are the \(E_0\) terms. Subtracting the second line from the first, and moving \(V\) to the right-hand vector, gives

\[
\langle\psi_0,V\psi_3\rangle=\langle\psi_1,V\psi_2\rangle-E_1\langle\psi_1,\psi_2\rangle-E_2\|\psi_1\|^2 .
\]

The first two terms on the right together are \(\langle\psi_1,(V-E_1)\psi_2\rangle\).

In Lean, `q1` and `q3` are the two written-out equations, and `a` and `b` are their pairings. The final combination subtracts `b` from `a` and uses the symmetry of both operators. Only the orthogonality of \(\psi_1\) and \(\psi_3\) to \(\psi_0\) is assumed; neither \(\|\psi_0\|=1\) nor the second-order equation is needed for this identity.

```lean
/-- For symmetric `H0` and `V`, with `ψ 1` and `ψ 3` orthogonal to `ψ 0`, the equations of
first and third order give `⟨ψ 0, V ψ 3⟩ = ⟨ψ 1, (V - E1) ψ 2⟩ - E2 ‖ψ 1‖²`. -/
theorem matrix_element_third_correction (hH : H0.IsSymmetric) (hV : V.IsSymmetric)
    (o1 : inner ℂ (ψ 0) (ψ 1) = 0) (o3 : inner ℂ (ψ 0) (ψ 3) = 0)
    (h1 : RSEquation H0 V e ψ 1) (h3 : RSEquation H0 V e ψ 3) :
    inner ℂ (ψ 0) (V (ψ 3))
      = inner ℂ (ψ 1) (V (ψ 2) - (e 1 : ℂ) • ψ 2) - (e 2 : ℂ) * (‖ψ 1‖ : ℂ) ^ 2 := by
  have q1 : H0 (ψ 1) + V (ψ 0) = (e 0 : ℂ) • ψ 1 + (e 1 : ℂ) • ψ 0 := by
    have h : H0 (ψ 1) + V (ψ 0) = ∑ k ∈ range 2, (e k : ℂ) • ψ (1 - k) := h1
    simpa [Finset.sum_range_succ] using h
  have q3 : H0 (ψ 3) + V (ψ 2)
      = (e 0 : ℂ) • ψ 3 + (e 1 : ℂ) • ψ 2 + (e 2 : ℂ) • ψ 1 + (e 3 : ℂ) • ψ 0 := by
    have h : H0 (ψ 3) + V (ψ 2) = ∑ k ∈ range 4, (e k : ℂ) • ψ (3 - k) := h3
    simpa [Finset.sum_range_succ] using h
  -- pair the first-order equation with `ψ 3` and the third-order equation with `ψ 1`
  have a := congrArg (fun x => inner ℂ x (ψ 3)) q1
  have b := congrArg (fun x => inner ℂ (ψ 1) x) q3
  simp only [inner_add_left, inner_smul_left, Complex.conj_ofReal] at a
  simp only [inner_add_right, inner_smul_right] at b
  have o1' : inner ℂ (ψ 1) (ψ 0) = 0 := inner_eq_zero_symm.mp o1
  have n1 : inner ℂ (ψ 1) (ψ 1) = (‖ψ 1‖ : ℂ) ^ 2 := inner_self_eq_norm_sq_to_K (ψ 1)
  rw [inner_sub_right, inner_smul_right]
  linear_combination a - b - hH (ψ 1) (ψ 3) - hV (ψ 0) (ψ 3) + (e 1 : ℂ) * o3
    - (e 2 : ℂ) * n1 - (e 3 : ℂ) * o1'
```

Joining the two results gives the formula for \(E_4\). Here `e 4` is the number that appears in the fourth-order equation, so its equality with \(\langle\psi_0,V\psi_3\rangle\) is derived and not a definition. The theorem is an equation between complex numbers whose left side is real, so the right side is real as well. The proof is the chain of the two preceding theorems, with \(n=3\) in the first.

```lean
/-- Fourth-order energy: for symmetric `H0` and `V`, a unit eigenvector `ψ 0` of `H0` with
eigenvalue `E0`, orthogonal to `ψ 1, ψ 2, ψ 3`, and the equations of orders 1, 3 and 4,
`E4 = ⟨ψ 1, (V - E1) ψ 2⟩ - E2 ‖ψ 1‖²`. -/
theorem fourth_order_energy (hH : H0.IsSymmetric) (hV : V.IsSymmetric) (hn : ‖ψ 0‖ = 1)
    (hψ : ∀ k, 1 ≤ k → k ≤ 3 → inner ℂ (ψ 0) (ψ k) = 0)
    (h0 : RSEquation H0 V e ψ 0) (h1 : RSEquation H0 V e ψ 1)
    (h3 : RSEquation H0 V e ψ 3) (h4 : RSEquation H0 V e ψ 4) :
    (e 4 : ℂ)
      = inner ℂ (ψ 1) (V (ψ 2) - (e 1 : ℂ) • ψ 2) - (e 2 : ℂ) * (‖ψ 1‖ : ℂ) ^ 2 :=
  (energy_eq_matrix_element hH 3 hn hψ h0 h4).trans
    (matrix_element_third_correction hH hV (hψ 1 (by norm_num) (by norm_num))
      (hψ 3 (by norm_num) (by norm_num)) h1 h3)
```

## The matrix element in terms of an excitation energy

The second-order equation is

\[
H_0\psi_2+V\psi_1=E_0\psi_2+E_1\psi_1+E_2\psi_0 .
\]

Pair it with \(\psi_2\) on the right. The last term vanishes because \(\psi_2\) is orthogonal to \(\psi_0\), and symmetry gives

\[
\langle\psi_2,H_0\psi_2\rangle+\langle\psi_1,V\psi_2\rangle=E_0\|\psi_2\|^2+E_1\langle\psi_1,\psi_2\rangle,
\]

and after rearrangement

\[
\langle\psi_1,(V-E_1)\psi_2\rangle=-\langle\psi_2,(H_0-E_0)\psi_2\rangle .
\]

For nonzero \(\psi_2\) the right side is \(-\|\psi_2\|^2\) times the mean excitation energy, with respect to \(H_0\), of the normalised state \(\psi_2/\|\psi_2\|\). This is called the excitation form below.

The proof has the same pattern as before: `q2` is the equation, `a` its pairing with \(\psi_2\), and the linear combination does the rearrangement.

```lean
/-- For symmetric `H0` and `V` and `ψ 2` orthogonal to `ψ 0`, the second-order equation gives
`⟨ψ 1, (V - E1) ψ 2⟩ = -⟨ψ 2, (H0 - E0) ψ 2⟩`. -/
theorem coupling_eq_neg_excitation (hH : H0.IsSymmetric) (hV : V.IsSymmetric)
    (o2 : inner ℂ (ψ 0) (ψ 2) = 0) (h2 : RSEquation H0 V e ψ 2) :
    inner ℂ (ψ 1) (V (ψ 2) - (e 1 : ℂ) • ψ 2)
      = -inner ℂ (ψ 2) (H0 (ψ 2) - (e 0 : ℂ) • ψ 2) := by
  have q2 : H0 (ψ 2) + V (ψ 1) = (e 0 : ℂ) • ψ 2 + (e 1 : ℂ) • ψ 1 + (e 2 : ℂ) • ψ 0 := by
    have h : H0 (ψ 2) + V (ψ 1) = ∑ k ∈ range 3, (e k : ℂ) • ψ (2 - k) := h2
    simpa [Finset.sum_range_succ] using h
  have a := congrArg (fun x => inner ℂ x (ψ 2)) q2
  simp only [inner_add_left, inner_smul_left, Complex.conj_ofReal] at a
  simp only [inner_sub_right, inner_smul_right]
  linear_combination a - hV (ψ 1) (ψ 2) - hH (ψ 2) (ψ 2) + (e 2 : ℂ) * o2
```

Substitution into the formula for \(E_4\) yields

\[
E_4=-\langle\psi_2,(H_0-E_0)\psi_2\rangle-E_2\|\psi_1\|^2 .
\]

Now let \(\psi_0\) be a ground state of \(H_0\), so that \(\langle x,H_0x\rangle\ge E_0\|x\|^2\) for every \(x\). This is the hypothesis `hmin`, written with the real part because Lean's inner product is complex-valued. Applied to \(x=\psi_2\), it makes the first term nonpositive, and therefore

\[
E_4\le -E_2\|\psi_1\|^2 .
\]

The bound does not fix the sign of \(E_4\). Pairing the first-order equation with \(\psi_1\) in the same way gives \(E_2=-\langle\psi_1,(H_0-E_0)\psi_1\rangle\le0\), a side calculation that is absent from the Lean development, so the right side of the bound is nonnegative.

The proof substitutes the excitation formula into the theorem for \(E_4\), takes real parts, and closes with `hmin (ψ 2)`.

```lean
/-- Let `H0` and `V` be symmetric, `ψ 0` a unit vector orthogonal to `ψ 1, ψ 2, ψ 3`, and let the
equations of orders 0 to 4 hold. If `E0` is a lower bound of the energy expectation of `H0`,
then `E4 ≤ -E2 ‖ψ 1‖²`. -/
theorem ground_state_fourth_order_bound (hH : H0.IsSymmetric) (hV : V.IsSymmetric)
    (hn : ‖ψ 0‖ = 1) (hψ : ∀ k, 1 ≤ k → k ≤ 3 → inner ℂ (ψ 0) (ψ k) = 0)
    (heq : ∀ n ≤ 4, RSEquation H0 V e ψ n)
    (hmin : ∀ x, e 0 * ‖x‖ ^ 2 ≤ (inner ℂ x (H0 x)).re) :
    e 4 ≤ -e 2 * ‖ψ 1‖ ^ 2 := by
  have a := fourth_order_energy hH hV hn hψ (heq 0 (by norm_num)) (heq 1 (by norm_num))
    (heq 3 (by norm_num)) (heq 4 (by norm_num))
  have n2 : inner ℂ (ψ 2) (ψ 2) = (‖ψ 2‖ : ℂ) ^ 2 := inner_self_eq_norm_sq_to_K (ψ 2)
  rw [coupling_eq_neg_excitation hH hV (hψ 2 (by norm_num) (by norm_num))
    (heq 2 (by norm_num)), inner_sub_right, inner_smul_right, n2] at a
  -- compare real parts
  have r := congrArg Complex.re a
  simp only [← Complex.ofReal_pow, ← Complex.ofReal_mul, Complex.sub_re, Complex.neg_re,
    Complex.ofReal_re] at r
  linarith [hmin (ψ 2)]
```

## A two-level system worked through

Take

\[
H_0=\begin{pmatrix}0&0\\0&1\end{pmatrix},\qquad
V=\begin{pmatrix}0&1\\1&2\end{pmatrix},\qquad
\psi_0=\begin{pmatrix}1\\0\end{pmatrix}.
\]

`twoLevel a b d` is the operator with real symmetric matrix \(\begin{pmatrix}a&b\\b&d\end{pmatrix}\), so these are `twoLevel 0 0 1` and `twoLevel 0 1 2`. The components of a vector are numbered 0 and 1.

```lean
/-- The two-level operator with real matrix `[[a, b], [b, d]]`. -/
def twoLevel (a b d : ℝ) : EuclideanSpace ℂ (Fin 2) →ₗ[ℂ] EuclideanSpace ℂ (Fin 2) where
  toFun x := !₂[(a : ℂ) * x 0 + b * x 1, (b : ℂ) * x 0 + d * x 1]
  map_add' x y := by ext i; fin_cases i <;> simp <;> ring
  map_smul' c x := by ext i; fin_cases i <;> simp <;> ring
```

Write the perturbed state as \((1,c(s))\), which respects intermediate normalization. The two rows of the eigenvalue equation are

\[
s\,c=E,\qquad s+(1+2s)\,c=E\,c .
\]

The first row says that \(E_{n+1}=c_n\), where \(c_n\) is the coefficient of \(s^n\) in \(c(s)\). Eliminating \(E\) gives \(c=-s-2sc+sc^2\), which can be solved one order at a time:

\[
c_1=-1,\quad c_2=-2c_1=2,\quad c_3=-2c_2+c_1^2=-3,\quad c_4=-2c_3+2c_1c_2=2 .
\]

With \(c_0=0\), the energies of orders 0 to 4 are \(0,0,-1,2,-3\).

```lean
/-- Energy coefficients `0, 0, -1, 2, -3` of orders 0 to 4, continued by zero. -/
def levelEnergy : ℕ → ℝ
  | 2 => -1
  | 3 => 2
  | 4 => -3
  | _ => 0
```

The corrections are \(\psi_n=(0,c_n)\) for \(n\ge1\). The normalised perturbed state is \((1,c)/\sqrt{1+c^2}\). In both lists the zeros after order 4 are padding and not the true coefficients; the series goes on.

```lean
/-- State corrections of orders 0 to 4 in the two-level system, continued by zero. -/
def levelState : ℕ → EuclideanSpace ℂ (Fin 2)
  | 0 => !₂[1, 0]
  | 1 => !₂[0, -1]
  | 2 => !₂[0, 2]
  | 3 => !₂[0, -3]
  | 4 => !₂[0, 2]
  | _ => 0
```

The formulas can now be compared. From \(V\psi_3=(-3,-6)\) one finds \(\langle\psi_0,V\psi_3\rangle=-3\). From \(V\psi_2=(2,4)\), \(E_1=0\), \(E_2=-1\) and \(\|\psi_1\|^2=1\),

\[
\langle\psi_1,(V-E_1)\psi_2\rangle-E_2\|\psi_1\|^2=-4+1=-3 .
\]

The excitation form agrees, since \(-\langle\psi_2,(H_0-E_0)\psi_2\rangle=-4\). The ground-state bound reads \(-3\le1\).

The last theorem confirms that this system meets every hypothesis used above: symmetry, normalization, orthogonality, the equations of orders 0 to 4, and the lower bound on \(H_0\). Its proof checks the finitely many orders and vector components one by one. The lower bound reduces to \(|x_1|^2\ge0\), where \(x_1\) is the component of \(x\) numbered 1.

```lean
/-- The two-level system with `H0 = diag(0, 1)` and `V = [[0, 1], [1, 2]]` is symmetric, and
its listed energies and states satisfy normalization, orthogonality, the equations of orders
0 to 4 and the lower bound on `H0`. -/
theorem fourth_order_witness :
    (twoLevel 0 0 1).IsSymmetric ∧ (twoLevel 0 1 2).IsSymmetric ∧ ‖levelState 0‖ = 1 ∧
    (∀ k, 1 ≤ k → k ≤ 3 → inner ℂ (levelState 0) (levelState k) = 0) ∧
    (∀ n ≤ 4, RSEquation (twoLevel 0 0 1) (twoLevel 0 1 2) levelEnergy levelState n) ∧
    (∀ x, levelEnergy 0 * ‖x‖ ^ 2 ≤ (inner ℂ x (twoLevel 0 0 1 x)).re) := by
  refine ⟨?_, ?_, ?_, ?_, ?_, ?_⟩
  · intro x y
    simp [twoLevel, PiLp.inner_apply, Fin.sum_univ_two]
  · intro x y
    have c2 : (starRingEnd ℂ) 2 = 2 := map_ofNat (starRingEnd ℂ) 2
    simp [twoLevel, PiLp.inner_apply, Fin.sum_univ_two]
    linear_combination (starRingEnd ℂ) (x 1) * y 1 * c2
  · simp [levelState, EuclideanSpace.norm_eq, Fin.sum_univ_two]
  · intro k hk hk'
    interval_cases k <;> simp [levelState, PiLp.inner_apply, Fin.sum_univ_two]
  · intro n hn
    interval_cases n <;> simp only [RSEquation, Finset.sum_range_succ, Finset.sum_range_zero] <;>
      ext i <;> fin_cases i <;> norm_num [twoLevel, levelEnergy, levelState]
  · intro x
    simp [twoLevel, levelEnergy, PiLp.inner_apply, Fin.sum_univ_two]
    nlinarith [sq_nonneg (x 1).re, sq_nonneg (x 1).im]

end

end FourthOrderEnergy
```

```lean
#print axioms FourthOrderEnergy.fourth_order_energy
-- 'FourthOrderEnergy.fourth_order_energy' depends on axioms: [propext, Classical.choice, Quot.sound]
#print axioms FourthOrderEnergy.ground_state_fourth_order_bound
-- 'FourthOrderEnergy.ground_state_fourth_order_bound' depends on axioms: [propext, Classical.choice, Quot.sound]
```
